# With damping radius $a = k\sqrt{C_8/C_6}$, the ratio of the damped $C_8$ and $C_6$ terms crosses $1/k^2$ at $R = a$

The $R^{-6}$ and $R^{-8}$ dispersion terms of an atom pair are given one common damping radius, $a = k\sqrt{C_8/C_6}$, proportional to the length that the two coefficients define and without an additive offset. Each term is taken in magnitude, as $C_n/(R^n + a^n)$ with $R$ the interatomic distance.

```lean
import Mathlib

open Real

namespace BeckeJohnsonRatio

noncomputable section

/-- The Becke-Johnson damped dispersion term of order `n` (in magnitude), with coefficient `C`
and damping radius `a`, at distance `R`. -/
def dampedTerm (n : ℕ) (C a R : ℝ) : ℝ := C / (R ^ n + a ^ n)

/-- The damping radius: `k` times the square root of the ratio `C' / C` of two successive dispersion
coefficients. -/
def dampingRadius (k C C' : ℝ) : ℝ := k * √(C' / C)

/-- The damped term of order `n + 2` divided by the damped term of order `n`, both with the
same damping radius. -/
def termRatio (n : ℕ) (k C C' R : ℝ) : ℝ :=
  dampedTerm (n + 2) C' (dampingRadius k C C') R / dampedTerm n C (dampingRadius k C C') R

/-- The damping radius is positive. -/
theorem dampingRadius_pos {k C C' : ℝ} (hk : 0 < k) (hC : 0 < C) (hC' : 0 < C') :
    0 < dampingRadius k C C' :=
  mul_pos hk (Real.sqrt_pos.mpr (div_pos hC' hC))

/-- The squared damping radius is `k ^ 2` times the ratio `C' / C` of the dispersion coefficients.
-/
theorem dampingRadius_sq {k C C' : ℝ} (hC : 0 < C) (hC' : 0 < C') :
    dampingRadius k C C' ^ 2 = k ^ 2 * (C' / C) := by
  unfold dampingRadius
  rw [mul_pow, Real.sq_sqrt (div_pos hC' hC).le]

/-- The exact deviation of the ratio of successive damped terms from `1 / k ^ 2`. -/
theorem termRatio_sub (n : ℕ) {k C C' R : ℝ} (hk : 0 < k) (hC : 0 < C) (hC' : 0 < C')
    (hR : 0 ≤ R) :
    termRatio n k C C' R - 1 / k ^ 2 =
      R ^ n * (dampingRadius k C C' ^ 2 - R ^ 2) /
        (k ^ 2 * (R ^ (n + 2) + dampingRadius k C C' ^ (n + 2))) := by
  have ha := dampingRadius_pos hk hC hC'
  have hsq := dampingRadius_sq (k := k) hC hC'
  unfold termRatio dampedTerm
  generalize dampingRadius k C C' = a at ha hsq ⊢
  -- the higher coefficient expressed through the damping radius
  have hcoef : C' = a ^ 2 * C / k ^ 2 := by
    rw [hsq]
    field_simp
  -- the algebra, with the two denominators kept as single symbols
  have key : ∀ D E P : ℝ, 0 < D → 0 < E → D = P * R ^ 2 + (E - P) * a ^ 2 →
      C' / D / (C / E) - 1 / k ^ 2 = P * (a ^ 2 - R ^ 2) / (k ^ 2 * D) := by
    intro D E P hD hE hDE
    have h1 : C' / D / (C / E) = a ^ 2 * E / (k ^ 2 * D) := by
      rw [hcoef]
      field_simp
    have h2 : 1 / k ^ 2 = D / (k ^ 2 * D) := by
      field_simp
    rw [h1, h2, ← sub_div]
    congr 1
    linear_combination -hDE
  exact key _ _ _ (by positivity) (by positivity) (by ring)

/-- For successive orders `n` and `n + 2` with `n ≠ 0`, the ratio of damped terms equals `1 / k ^ 2`
at zero distance and at the damping radius, is larger in between, and is smaller beyond. -/
theorem termRatio_crossing {n : ℕ} (hn : n ≠ 0) {k C C' : ℝ} (hk : 0 < k) (hC : 0 < C)
    (hC' : 0 < C') :
    termRatio n k C C' 0 = 1 / k ^ 2 ∧
    termRatio n k C C' (dampingRadius k C C') = 1 / k ^ 2 ∧
    (∀ R, 0 < R → R < dampingRadius k C C' → 1 / k ^ 2 < termRatio n k C C' R) ∧
    (∀ R, dampingRadius k C C' < R → termRatio n k C C' R < 1 / k ^ 2) := by
  have ha := dampingRadius_pos hk hC hC'
  refine ⟨?_, ?_, ?_, ?_⟩
  · have h := termRatio_sub n hk hC hC' le_rfl
    rw [zero_pow hn, zero_mul, zero_div] at h
    linarith
  · have h := termRatio_sub n hk hC hC' ha.le
    rw [sub_self, mul_zero, zero_div] at h
    linarith
  · intro R hR hRa
    have h := termRatio_sub n hk hC hC' hR.le
    have hgap : 0 < dampingRadius k C C' ^ 2 - R ^ 2 := by nlinarith
    have hpos : 0 < R ^ n * (dampingRadius k C C' ^ 2 - R ^ 2) /
        (k ^ 2 * (R ^ (n + 2) + dampingRadius k C C' ^ (n + 2))) := by positivity
    linarith
  · intro R hRa
    have hR : 0 < R := ha.trans hRa
    have h := termRatio_sub n hk hC hC' hR.le
    have hgap : dampingRadius k C C' ^ 2 - R ^ 2 < 0 := by nlinarith
    have hneg : R ^ n * (dampingRadius k C C' ^ 2 - R ^ 2) /
        (k ^ 2 * (R ^ (n + 2) + dampingRadius k C C' ^ (n + 2))) < 0 :=
      div_neg_of_neg_of_pos (mul_neg_of_pos_of_neg (by positivity) hgap) (by positivity)
    linarith

/-- For `n ≠ 0` and `R ≥ 0`, the ratio takes the value `1 / k ^ 2` only at zero distance and at the
damping radius. -/
theorem termRatio_eq_iff {n : ℕ} (hn : n ≠ 0) {k C C' R : ℝ} (hk : 0 < k) (hC : 0 < C)
    (hC' : 0 < C') (hR : 0 ≤ R) :
    termRatio n k C C' R = 1 / k ^ 2 ↔ R = 0 ∨ R = dampingRadius k C C' := by
  obtain ⟨h0, ha, hin, hout⟩ := termRatio_crossing hn hk hC hC'
  constructor
  · intro h
    rcases hR.eq_or_lt with h' | hpos
    · exact Or.inl h'.symm
    · rcases lt_trichotomy R (dampingRadius k C C') with hlt | heq | hgt
      · exact absurd h (hin R hpos hlt).ne'
      · exact Or.inr heq
      · exact absurd h (hout R hgt).ne
  · rintro (h | h)
    · rw [h]
      exact h0
    · rw [h]
      exact ha

/-- With `a = k √(C8 / C6)`, the ratio of the damped `C8` term to the damped `C6` term equals
`1 / k ^ 2` at `R = 0` and `R = a`, exceeds it for `0 < R < a`, and is below it for `R > a`. -/
theorem c8_c6_ratio {C6 C8 k a : ℝ} (h6 : 0 < C6) (h8 : 0 < C8) (hk : 0 < k)
    (ha : a = k * √(C8 / C6)) :
    (C8 / (0 ^ 8 + a ^ 8)) / (C6 / (0 ^ 6 + a ^ 6)) = 1 / k ^ 2 ∧
    (C8 / (a ^ 8 + a ^ 8)) / (C6 / (a ^ 6 + a ^ 6)) = 1 / k ^ 2 ∧
    (∀ R, 0 < R → R < a → 1 / k ^ 2 < (C8 / (R ^ 8 + a ^ 8)) / (C6 / (R ^ 6 + a ^ 6))) ∧
    (∀ R, a < R → (C8 / (R ^ 8 + a ^ 8)) / (C6 / (R ^ 6 + a ^ 6)) < 1 / k ^ 2) := by
  subst ha
  exact termRatio_crossing (n := 6) (by norm_num) hk h6 h8

/-- At every distance the ratio of the damped `C8` term to the damped `C6` term stays below
`1.1 / k ^ 2`. -/
theorem c8_c6_ratio_lt {C6 C8 k R : ℝ} (h6 : 0 < C6) (h8 : 0 < C8) (hk : 0 < k)
    (hR : 0 ≤ R) : termRatio 6 k C6 C8 R < 11 / 10 * (1 / k ^ 2) := by
  have ha := dampingRadius_pos hk h6 h8
  have h := termRatio_sub 6 hk h6 h8 hR
  generalize dampingRadius k C6 C8 = a at ha h
  -- a quartic inequality in the squared distances, by sums of squares
  have quartic : ∀ x y : ℝ, 0 < y → 0 < 11 * x ^ 4 - 10 * x ^ 3 * y + y ^ 4 := by
    intro x y hy
    nlinarith [sq_nonneg (x ^ 2 - 5 / 11 * x * y - 1 / 5 * y ^ 2),
      sq_nonneg (y * (x - 55 / 117 * y)), pow_pos hy 4]
  have hq := quartic (R ^ 2) (a ^ 2) (by positivity)
  have hk2 : 0 < k ^ 2 := by positivity
  have hbound : R ^ 6 * (a ^ 2 - R ^ 2) / (k ^ 2 * (R ^ (6 + 2) + a ^ (6 + 2)))
      < 1 / (10 * k ^ 2) := by
    rw [div_lt_div_iff₀ (by positivity) (by positivity)]
    have hm := mul_pos hk2 hq
    ring_nf at hm ⊢
    linarith
  have hsplit : 1 / (10 * k ^ 2) = 1 / 10 * (1 / k ^ 2) := by
    field_simp
  linarith

end

end BeckeJohnsonRatio
```

```lean
#print axioms BeckeJohnsonRatio.termRatio_crossing
-- 'BeckeJohnsonRatio.termRatio_crossing' depends on axioms: [propext, Classical.choice, Quot.sound]
#print axioms BeckeJohnsonRatio.termRatio_eq_iff
-- 'BeckeJohnsonRatio.termRatio_eq_iff' depends on axioms: [propext, Classical.choice, Quot.sound]
#print axioms BeckeJohnsonRatio.c8_c6_ratio
-- 'BeckeJohnsonRatio.c8_c6_ratio' depends on axioms: [propext, Classical.choice, Quot.sound]
#print axioms BeckeJohnsonRatio.c8_c6_ratio_lt
-- 'BeckeJohnsonRatio.c8_c6_ratio_lt' depends on axioms: [propext, Classical.choice, Quot.sound]
```

## The pair model in Lean

`dampedTerm` is the damped term of order $n$, `dampingRadius` is $a$, and `termRatio` divides the term of order $n+2$, with coefficient $C'$, by the term of order $n$, with coefficient $C$. The attractive energy carries a minus sign in both terms, which cancels in the ratio.

The coefficients and the dimensionless parameter $k$ are positive real numbers. They are inputs: nothing here derives $C_6$ or $C_8$ from polarisabilities, or the damping form from electronic structure.

`c8_c6_ratio` writes the terms out explicitly. Its four clauses say that the ratio equals $1/k^2$ at $R=0$ and at $R=a$, exceeds it for $0<R<a$, and is below it for $R>a$. `termRatio_crossing` says the same for any orders $n$ and $n+2$ with $n \neq 0$. For $C_8$ and $C_{10}$, the radius is then $k\sqrt{C_{10}/C_8}$.

## One identity gives every case

Squaring the radius gives $a^2 = k^2C'/C$, so $C'/C = a^2/k^2$. The ratio is therefore

$$
\rho(R) = \frac{C'}{C}\,\frac{R^n+a^n}{R^{n+2}+a^{n+2}}
= \frac{a^2(R^n+a^n)}{k^2(R^{n+2}+a^{n+2})}.
$$

Subtracting $1/k^2$ over the same denominator cancels $a^{n+2}$:

$$
\rho(R)-\frac1{k^2}
= \frac{a^2R^n + a^{n+2} - R^{n+2} - a^{n+2}}{k^2(R^{n+2}+a^{n+2})}
= \frac{R^n(a^2-R^2)}{k^2(R^{n+2}+a^{n+2})}.
$$

The denominator is positive. The numerator vanishes at $R=0$, because $n\neq0$, and at $R=a$; it is positive between these points and negative beyond $a$.

In Lean, `dampingRadius_pos` and `dampingRadius_sq` supply the positivity and the square of $a$, and `termRatio_sub` proves the identity. Its inner statement `key` treats the two denominators and $R^n$ as single symbols, so that `linear_combination` can finish the cancellation. `termRatio_crossing` then reads off the signs, with `nlinarith` comparing $a^2$ and $R^2$. `termRatio_eq_iff` adds the converse: for $R\ge0$, only $R=0$ and $R=a$ give $1/k^2$. Setting $n=6$ yields `c8_c6_ratio`.

## The excess stays below ten per cent

For $C_6$ and $C_8$, `c8_c6_ratio_lt` bounds the ratio by $1.1/k^2$ at every $R\ge0$. With $x=R^2$ and $y=a^2$, the identity turns this into $10x^3(y-x) < x^4+y^4$, that is, $11x^4-10x^3y+y^4>0$. The left side equals

$$
11\left(x^2-\tfrac5{11}xy-\tfrac15y^2\right)^2
+\tfrac{117}{55}\,y^2\left(x-\tfrac{55}{117}y\right)^2
+\tfrac{263}{2925}\,y^4,
$$

which is positive since $y>0$. The hints passed to `nlinarith` are the non-negativity of the two squares and the positivity of $y^4$.

Within this pair model, the ratio of the damped $C_8$ term to the damped $C_6$ term therefore stays bounded at short range, whereas the undamped ratio $C_8/(C_6R^2)$ diverges as $R\to0$. The bound depends on $k$: for $k<1$ the damped $C_8$ term is the larger of the two at short range.

## Numbers for one pair

Take $C_6=1$ and $C_8=16$ in matching units, with $k=\tfrac12$. Then $a=\tfrac12\cdot4=2$ and $1/k^2=4$.

| $R$ | $C_8$ term | $C_6$ term | ratio |
|---|---|---|---|
| $0$ | $16/256$ | $1/64$ | $4$ |
| $1$ | $16/257$ | $1/65$ | $1040/257\approx4.047$ |
| $2$ | $16/512$ | $1/128$ | $4$ |
| $4$ | $16/65792$ | $1/4160$ | $4160/4112\approx1.012$ |

At $R=4$ the ratio is already close to its undamped value, $16/4^2=1$.

## The same ratio in a dispersion correction

In DFT-D3 with Becke–Johnson damping, the radius for each pair is $a_1\sqrt{C_8/C_6}+a_2$, and the two terms carry scale factors $s_6$ and $s_8$. For a positive radius, the offset can be absorbed pair by pair by setting $k=a_1+a_2/\sqrt{C_8/C_6}$. The ratio of the scaled terms then crosses $s_8/(s_6k^2)$ at the damping radius, for positive $s_6$ and $s_8$. The undamped terms have the same quotient at that distance, so the quotient alone does not show whether damping is applied. A simple check on an implementation is to evaluate each term for one pair at the damping radius: it must be half of the undamped term with the same coefficient and scale factor.
